# The probability density at the centre of an infinite square well has no limit as n → ∞

For one particle in a box `[0, L]` with impenetrable walls, the normalised stationary states are √(2/L) sin(nπx/L), with n ≥ 1. The theorem `density_center_no_limit` states that for `L > 0` the squares of these functions at x = L/2 approach no real number as n → ∞; its sequence starts at n = 0, where the function is zero and not a state, but one term has no bearing on a limit. The proof first shows that the density at the centre is (1 − (−1)ⁿ)/L, which is 0 for even n and 2/L for odd n. A limit `c` would have to equal both values, as one sees by following the even and the odd n separately, and this is impossible because 2/L > 0.

This version doesn't compile in Lean 4 with Mathlib:

```lean
import Mathlib

open Filter MeasureTheory
open scoped Real Topology

namespace DensityCenterNoLimit

noncomputable section

/-- The function `√(2/L) sin(nπx/L)`; for `L > 0`, `n ≥ 1` and `0 ≤ x ≤ L` it is the wave function
of a particle in a box `[0, L]`. -/
def boxState (L : ℝ) (n : ℕ) (x : ℝ) : ℝ := √(2 / L) * Real.sin (n * π * x / L)

/-- For `L > 0` the density is the uniform one, `1/L`, minus an oscillation `cos(2nπx/L)/L`. -/
theorem boxState_sq {L : ℝ} (hL : 0 < L) (n : ℕ) (x : ℝ) :
    boxState L n x ^ 2 = (1 - Real.cos (2 * (n * π * x / L))) / L := by
  rw [boxState, mul_pow, Real.sq_sqrt (by positivity), Real.sin_sq_eq_half_sub]
  ring

/-- For `L > 0` the probability density at the centre of the box has no limit as `n → ∞`. -/
theorem density_center_no_limit {L : ℝ} (hL : 0 < L) :
    ¬ ∃ c, Tendsto (fun n : ℕ => boxState L n (L / 2) ^ 2) atTop (𝓝 c) := by
  rintro ⟨c, h⟩
  have key : ∀ n : ℕ, boxState L n (L / 2) ^ 2 = (1 - (-1) ^ n) / L := by
    intro n
    have hθ : 2 * (n * π * (L / 2) / L) = n * π := by field_simp
    rw [boxState_sq hL, hθ, Real.cos_nat_mul_pi]
  have t0 : Tendsto (fun k : ℕ => 2 * k) atTop atTop :=
    StrictMono.tendsto_atTop fun a b hab => by dsimp only; omega
  have t1 : Tendsto (fun k : ℕ => 2 * k + 1) atTop atTop :=
    StrictMono.tendsto_atTop fun a b hab => by dsimp only; omega
  -- even states have a node at the centre, odd states a maximum
  have c0 : c = 0 := tendsto_nhds_unique (h.comp t0) (tendsto_const_nhds.congr fun k => by
    change (0 : ℝ) = boxState L (2 * k) (L / 2) ^ 2
    rw [key, pow_mul]
    norm_num)
  have c1 : c = 2 / L := tendsto_nhds_unique (h.comp t1) (tendsto_const_nhds.congr fun k => by
    change 2 / L = boxState L (2 * k + 1) (L / 2) ^ 2
    rw [key, pow_succ, pow_mul]
    norm_num)
  have hpos : 0 < 2 / L := by positivity
  linarith

end

end DensityCenterNoLimit
```

The compiler's answer:

```
Main.lean:29:47: error: `dsimp` made no progress
Main.lean:31:47: error: `dsimp` made no progress
```

Both errors come from the proofs that the index maps `2 * k` and `2 * k + 1` are strictly increasing, which `StrictMono.tendsto_atTop` needs. There `dsimp only` was meant to apply the function `fun k => 2 * k`, or `fun k => 2 * k + 1`, to `a` and `b`, so that `omega` would meet a plain inequality. The message "`dsimp` made no progress" says that it found nothing to simplify: by the time the tactic block began, Lean had already put the arguments in, and the goals were `2 * a < 2 * b` and `2 * a + 1 < 2 * b + 1`. A `dsimp` that changes nothing is an error, so each block failed before reaching `omega`.

The repair deletes `dsimp only` in both places, and `omega` proves the inequalities from `hab : a < b`. The reworded comment is mere tidying and has no effect on compilation.

This version goes through:

```diff
@@ -27,8 +27,8 @@
     rw [boxState_sq hL, hθ, Real.cos_nat_mul_pi]
   have t0 : Tendsto (fun k : ℕ => 2 * k) atTop atTop :=
-    StrictMono.tendsto_atTop fun a b hab => by dsimp only; omega
+    StrictMono.tendsto_atTop fun a b hab => by omega
   have t1 : Tendsto (fun k : ℕ => 2 * k + 1) atTop atTop :=
-    StrictMono.tendsto_atTop fun a b hab => by dsimp only; omega
-  -- even states have a node at the centre, odd states a maximum
+    StrictMono.tendsto_atTop fun a b hab => by omega
+  -- at the centre the density is 0 for even n and 2 / L for odd n
   have c0 : c = 0 := tendsto_nhds_unique (h.comp t0) (tendsto_const_nhds.congr fun k => by
     change (0 : ℝ) = boxState L (2 * k) (L / 2) ^ 2
```
